# Unshifted QR on a real symmetric matrix: convergence for nonzero eigenvalues of distinct modulus and nonzero leading minors of Uᵀ

Take the 2×2 matrix with rows (2, 1) and (1, 2). Indices start at 0, as in Lean. Its eigenvalues are λ₀ = 3 and λ₁ = 1, with normalised eigenvectors u₀ = (1, 1)/√2 and u₁ = (1, −1)/√2. One QR step factors A = QR and multiplies back in reverse order:

Q = (1/√5) [2, −1; 1, 2],  R = (1/√5) [5, 4; 0, 3]

RQ = [2.8, 0.6; 0.6, 1.2]

The off-diagonal entry has shrunk from 1 to 0.6. Write X_k for the matrix after k steps, with X₀ = A; it is symmetric and has the trace and determinant of A. To follow k steps, multiply the orthogonal factors together. The first column of the product is, up to sign, the normalised vector Aᵏe₀, where e₀ = (u₀ + u₁)/√2:

p_k = (3ᵏu₀ + u₁)/√(9ᵏ + 1)

X_k(0,0) = p_k·Ap_k = (3·9ᵏ + 1)/(9ᵏ + 1) = 2, 2.8, 2.976, … → 3

The trace fixes X_k(1,1) = 4 − X_k(0,0) → 1, and the determinant gives |X_k(0,1)| = 2·3ᵏ/(9ᵏ + 1) → 0. Powers of A suppress u₁ relative to u₀, and orthogonality does the rest. The problems below carry this to n×n matrices A = UΛUᵀ, where the columns of U are the eigenvectors in order of decreasing eigenvalue modulus.

## Setting: leading blocks and QR runs

All matrices are real and n×n, with indices in `Fin n`.

```lean
import Mathlib

open Matrix Filter Topology

namespace UnshiftedQR

variable {n : ℕ}
```

Let A = UΛUᵀ with U orthogonal and Λ = diag(λ). The leading block of V at j keeps rows and columns up to and including j. For V = Uᵀ its entries are overlaps between the leading eigenvectors and the first basis vectors. A nonzero determinant means that no nonzero combination of those basis vectors is orthogonal to all of those eigenvectors.

```lean
/-- The leading principal block of `V` on the indices up to and including `j`. -/
def leadingBlock (V : Matrix (Fin n) (Fin n) ℝ) (j : Fin n) :
    Matrix {i : Fin n // i ≤ j} {i : Fin n // i ≤ j} ℝ :=
  V.submatrix Subtype.val Subtype.val
```

A run consists of sequences X, Q, R with X₀ = A, X_k = Q_kR_k and X_{k+1} = R_kQ_k. In Lean, `BlockTriangular id` says that entries below the diagonal vanish, so R_k is upper triangular. The signs on its diagonal are free; runs with positive diagonals are included. The run is a hypothesis: its existence, familiar from Gram–Schmidt for invertible A, is not part of the theorems.

```lean
/-- An unshifted QR run from `A`: factor `X k = Q k * R k` with `Q k` orthogonal and `R k` upper
triangular, then multiply in reverse order. -/
structure IsQRRun (A : Matrix (Fin n) (Fin n) ℝ) (X Q R : ℕ → Matrix (Fin n) (Fin n) ℝ) :
    Prop where
  start : X 0 = A
  orth : ∀ k, (Q k)ᵀ * Q k = 1
  upper : ∀ k, (R k).BlockTriangular id
  factor : ∀ k, X k = Q k * R k
  step : ∀ k, X (k + 1) = R k * Q k
```

## (a) Padding a vector with zeros

**Task.** Extend a vector v on the indices i ≤ j by zero. Show that its sum against any f is unchanged.

**Solution.** Split the full sum into i ≤ j and i > j. The second part is zero. The Lean proof makes the same split.

```lean
private lemma sum_extend (j : Fin n) (f : Fin n → ℝ) (v : {i : Fin n // i ≤ j} → ℝ) :
    ∑ i, f i * (if h : i ≤ j then v ⟨i, h⟩ else 0) = ∑ i : {i : Fin n // i ≤ j}, f i * v i := by
  refine (Fintype.sum_subtype_add_sum_subtype (fun i => i ≤ j) _).symm.trans ?_
  refine (congrArg₂ (· + ·) (Finset.sum_congr rfl fun i _ => ?_)
    (Finset.sum_eq_zero fun i _ => ?_)).trans (add_zero _)
  · simp only [dif_pos i.2]
  · simp only [dif_neg i.2, mul_zero]
```

## (b) A triangular factor from nonzero minors

**Task.** If all leading principal minors of V are nonzero, find an upper triangular N such that VN is lower triangular with unit diagonal.

**Solution.** Let V_j be the leading block at j. Solve V_jx = e_j, where e_j is the last unit vector of the block. Put N(i,j) = x_i for i ≤ j and zero below. For i ≤ j,

(VN)(i,j) = Σ_{l≤j} V(i,l)x_l = δᵢⱼ.

The code takes x to be the last column of V_j⁻¹, uses (a) to restrict the sum, and reads the result from V_jV_j⁻¹ = 1.

```lean
/-- If all leading principal minors of `V` are nonzero, an upper triangular `N` makes `V * N`
lower triangular with unit diagonal. -/
theorem exists_triangular (V : Matrix (Fin n) (Fin n) ℝ) (hV : ∀ j, (leadingBlock V j).det ≠ 0) :
    ∃ N : Matrix (Fin n) (Fin n) ℝ, N.BlockTriangular id ∧
      ∀ i j, i ≤ j → (V * N) i j = if i = j then 1 else 0 := by
  -- column j of N solves a linear system with the j-th leading block
  refine ⟨Matrix.of fun i j => if h : i ≤ j then (leadingBlock V j)⁻¹ ⟨i, h⟩ ⟨j, le_rfl⟩ else 0,
    fun i j hij => by simp only [Matrix.of_apply]; exact dif_neg (not_le_of_gt hij),
    fun i j hij => ?_⟩
  rw [Matrix.mul_apply]
  refine (sum_extend j (V i) (fun l => (leadingBlock V j)⁻¹ l ⟨j, le_rfl⟩)).trans ?_
  have h := congrFun (congrFun (Matrix.mul_nonsing_inv (leadingBlock V j)
    (isUnit_iff_ne_zero.2 (hV j))) ⟨i, hij⟩) ⟨j, le_rfl⟩
  rw [Matrix.mul_apply, Matrix.one_apply] at h
  refine Eq.trans ?_ (h.trans ?_)
  · rfl
  · simp
```

## (c) Accumulated orthogonal factors and powers of A

**Task.** Find P_k orthogonal and S_k upper triangular with P_kS_k = Aᵏ and X_k = P_kᵀAP_k.

**Solution.** Start with P₀ = S₀ = 1 and set P_{k+1} = P_kQ_k, S_{k+1} = R_kS_k. Then

P_{k+1}S_{k+1} = P_kX_kS_k = P_kP_kᵀAP_kS_k = Aᵏ⁺¹

X_{k+1} = R_kQ_k = Q_kᵀX_kQ_k = P_{k+1}ᵀAP_{k+1}.

The two `calc` blocks in the induction are these two lines.

```lean
/-- For each step `k` of a QR run from `A` there are an orthogonal `P` and an upper triangular `S`
with `P * S = A ^ k` and `X k = Pᵀ * A * P`. -/
theorem IsQRRun.accumulated {A : Matrix (Fin n) (Fin n) ℝ}
    {X Q R : ℕ → Matrix (Fin n) (Fin n) ℝ} (h : IsQRRun A X Q R) (k : ℕ) :
    ∃ P S : Matrix (Fin n) (Fin n) ℝ, Pᵀ * P = 1 ∧ S.BlockTriangular id ∧
      P * S = A ^ k ∧ X k = Pᵀ * A * P := by
  induction k with
  | zero => exact ⟨1, 1, by simp, Matrix.blockTriangular_one, by simp, by simp [h.start]⟩
  | succ k ih =>
    obtain ⟨P, S, hP, hS, hPS, hX⟩ := ih
    refine ⟨P * Q k, R k * S, ?_, (h.upper k).mul hS, ?_, ?_⟩
    · rw [Matrix.transpose_mul, mul_assoc, ← mul_assoc Pᵀ, hP, one_mul, h.orth]
    · calc P * Q k * (R k * S) = P * (Q k * R k) * S := by simp only [mul_assoc]
        _ = (P * Pᵀ) * A * (P * S) := by rw [← h.factor, hX]; simp only [mul_assoc]
        _ = A ^ (k + 1) := by rw [mul_eq_one_comm.1 hP, one_mul, hPS, pow_succ']
    · calc X (k + 1) = (Q k)ᵀ * Q k * (R k * Q k) := by rw [h.orth, one_mul, h.step]
        _ = (Q k)ᵀ * (Q k * R k) * Q k := by simp only [mul_assoc]
        _ = (P * Q k)ᵀ * A * (P * Q k) := by
          rw [← h.factor, hX, Matrix.transpose_mul]; simp only [mul_assoc]
```

## (d) Entries of an orthogonal matrix

**Task.** Show that |W(i,j)| ≤ 1 if WᵀW = 1.

**Solution.** Column j has unit length, so W(i,j)² ≤ Σ_l W(l,j)² = 1.

```lean
private lemma abs_entry_le_one {W : Matrix (Fin n) (Fin n) ℝ} (h : Wᵀ * W = 1) (i j : Fin n) :
    |W i j| ≤ 1 := by
  have h1 := congrFun (congrFun h j) j
  rw [Matrix.mul_apply, Matrix.one_apply_eq] at h1
  simp only [Matrix.transpose_apply] at h1
  have h2 := Finset.single_le_sum (f := fun l => W l j * W l j)
    (fun l _ => mul_self_nonneg _) (Finset.mem_univ i)
  simp only [h1] at h2
  exact abs_le.2 ⟨by nlinarith, by nlinarith⟩
```

## (e) Vanishing times bounded

**Task.** Let a_l(k) → 0 and |b_l(k)| ≤ 1 for each l. Show that Σ_l a_l(k)b_l(k) → 0.

**Solution.** Each term is bounded by |a_l(k)|, and the sum is finite.

```lean
private lemma tendsto_sum_bdd {a b : Fin n → ℕ → ℝ} (ha : ∀ l, Tendsto (a l) atTop (𝓝 0))
    (hb : ∀ l k, |b l k| ≤ 1) : Tendsto (fun k => ∑ l, a l k * b l k) atTop (𝓝 0) := by
  rw [← Finset.sum_const_zero (s := (Finset.univ : Finset (Fin n)))]
  refine tendsto_finsetSum _ fun l _ => squeeze_zero_norm (a := fun k => |a l k|)
    (fun k => ?_) (by simpa using (ha l).abs)
  rw [Real.norm_eq_abs, abs_mul]
  exact mul_le_of_le_one_right (abs_nonneg _) (hb l k)
```

## (f) A zero entry passed on to the limit

**Task.** Let F_k → 1, let W_k be orthogonal, and let (F_kW_k)(i,j) = 0 for all k. Show that W_k(i,j) → 0.

**Solution.** Subtract the zero entry:

W_k(i,j) = Σ_l (1 − F_k)(i,l) W_k(l,j).

The first factors tend to zero and the second are bounded by (d), so (e) applies.

```lean
private lemma tendsto_entry {F W : ℕ → Matrix (Fin n) (Fin n) ℝ} (hF : Tendsto F atTop (𝓝 1))
    (hW : ∀ k, (W k)ᵀ * W k = 1) {i j : Fin n} (h0 : ∀ k, (F k * W k) i j = 0) :
    Tendsto (fun k => W k i j) atTop (𝓝 0) := by
  have e : ∀ k, W k i j = ∑ l, (1 - F k) i l * W k l j := fun k => by
    rw [← Matrix.mul_apply, sub_mul, one_mul, Matrix.sub_apply, h0, sub_zero]
  simp_rw [e]
  refine tendsto_sum_bdd (a := fun l k => (1 - F k) i l) (b := fun l k => W k l j)
    (fun l => ?_) fun l k => abs_entry_le_one (hW k) l j
  have hc : Continuous fun M : Matrix (Fin n) (Fin n) ℝ => (1 - M) i l :=
    (continuous_const.sub continuous_id).matrix_elem i l
  simpa [Function.comp_def] using (hc.tendsto 1).comp hF
```

## (g) Orthogonal times triangular, close to the identity

**Task.** Let L_k = W_kT_k → 1 with W_k orthogonal, T_k upper triangular and det L_k = 1. Show that the off-diagonal entries of W_k vanish in the limit.

**Solution.** Above the diagonal use L_kᵀW_k = T_kᵀW_kᵀW_k = T_kᵀ, which is lower triangular. Below it use L_k⁻¹W_k = T_k⁻¹, which is upper triangular. Both L_kᵀ and L_k⁻¹ tend to 1, so (f) gives each case.

The second case turns on `Matrix.adjugate`, the transposed matrix of cofactors. Its entries are polynomials in the entries of the matrix, so it is continuous everywhere, and adj(L)L = det(L)·1. With determinant one the adjugate is the inverse, and the limit needs no separate argument about continuity of inversion. The identity `hi` also shows that T_k is invertible, after which Mathlib supplies the triangularity of T_k⁻¹.

The diagonal entries of W_k may keep changing sign; nothing here requires them to converge.

```lean
/-- If orthogonal `W k` times upper triangular `T k` has determinant one and tends to the
identity, the off-diagonal entries of `W k` tend to zero. -/
theorem offdiag_tendsto_zero {W T : ℕ → Matrix (Fin n) (Fin n) ℝ} (hW : ∀ k, (W k)ᵀ * W k = 1)
    (hT : ∀ k, (T k).BlockTriangular id) (hdet : ∀ k, (W k * T k).det = 1)
    (hL : Tendsto (fun k => W k * T k) atTop (𝓝 1)) {i j : Fin n} (hij : i ≠ j) :
    Tendsto (fun k => W k i j) atTop (𝓝 0) := by
  rcases lt_or_gt_of_ne hij with h | h
  · -- above the diagonal: the transpose of W T, times W, is the transpose of T
    have hc : Continuous fun M : Matrix (Fin n) (Fin n) ℝ => Mᵀ := continuous_id.matrix_transpose
    refine tendsto_entry (F := fun k => (W k * T k)ᵀ)
      (by simpa [Function.comp_def] using (hc.tendsto 1).comp hL) hW fun k => ?_
    rw [Matrix.transpose_mul, mul_assoc, hW, mul_one]
    exact hT k h
  · -- below the diagonal: the inverse of W T, times W, is the inverse of T
    have hc : Continuous fun M : Matrix (Fin n) (Fin n) ℝ => M.adjugate :=
      continuous_id.matrix_adjugate
    refine tendsto_entry (F := fun k => (W k * T k).adjugate)
      (by simpa [Function.comp_def] using (hc.tendsto 1).comp hL) hW fun k => ?_
    have hi : (W k * T k).adjugate * W k * T k = 1 := by
      rw [mul_assoc, Matrix.adjugate_mul, hdet, one_smul]
    have : Invertible (T k) := invertibleOfLeftInverse _ _ hi
    rw [← Matrix.inv_eq_left_inv hi]
    exact Matrix.blockTriangular_inv_of_blockTriangular (hT k) h
```

## (h) Convergence of the iterates

**Task.** Let |λᵢ| be strictly decreasing in i, all λᵢ nonzero, and all leading principal minors of Uᵀ nonzero. Show that X_k(i,j) → λᵢδᵢⱼ for every run from A.

**Solution.** Take N from (b) with V = Uᵀ, and P_k, S_k from (c). Set W_k = UᵀP_k and T_k = S_kNΛ⁻ᵏ. Since UᵀAᵏ = ΛᵏUᵀ,

W_kT_k = Λᵏ(UᵀN)Λ⁻ᵏ

(W_kT_k)(a,b) = (λ_a/λ_b)ᵏ (UᵀN)(a,b).

This is 1 for a = b and 0 for a < b. For a > b it tends to zero because |λ_a/λ_b| < 1. The determinant is 1, so (g) applies to W_k. Now X_k = W_kᵀΛW_k, and subtracting λᵢ times the orthogonality relation gives

X_k(i,j) − λᵢδᵢⱼ = Σ_l (λ_l − λᵢ) W_k(l,i) W_k(l,j).

The term l = i has coefficient zero. In every other term W_k(l,i) → 0 while W_k(l,j) stays bounded, so (e) finishes the proof. In the code, `hE` is the entry formula, `hlim` the limit of W_kT_k, and `hX'` the error formula.

For a real symmetric Hamiltonian in a finite orthonormal basis, this is convergence of a dense eigenvalue iteration in exact arithmetic. The hypotheses exclude degenerate levels, pairs ±E and a level at zero. Shifts, deflation, rounding and a rate of convergence are not treated.

```lean
/-- Convergence of unshifted QR: for a real symmetric matrix with nonzero eigenvalues of strictly
decreasing modulus and nonzero leading principal minors of `Uᵀ`, the iterates of every run
converge entrywise to the diagonal matrix of eigenvalues in that order. -/
theorem qr_tendsto {A U : Matrix (Fin n) (Fin n) ℝ} {lam : Fin n → ℝ}
    {X Q R : ℕ → Matrix (Fin n) (Fin n) ℝ} (hrun : IsQRRun A X Q R) (hU : Uᵀ * U = 1)
    (hA : A = U * diagonal lam * Uᵀ) (hlam : StrictAnti fun i => |lam i|) (hne : ∀ i, lam i ≠ 0)
    (hminor : ∀ j, (leadingBlock Uᵀ j).det ≠ 0) (i j : Fin n) :
    Tendsto (fun k => X k i j) atTop (𝓝 (diagonal lam i j)) := by
  choose P S hP hS hPS hX using hrun.accumulated
  obtain ⟨N, hN, hL⟩ := exists_triangular Uᵀ hminor
  have hsemi : SemiconjBy Uᵀ A (diagonal lam) := by
    change Uᵀ * A = diagonal lam * Uᵀ
    rw [hA, mul_assoc U, ← mul_assoc Uᵀ, hU, one_mul]
  have hW : ∀ k, (Uᵀ * P k)ᵀ * (Uᵀ * P k) = 1 := fun k => by
    rw [Matrix.transpose_mul, Matrix.transpose_transpose, mul_assoc, ← mul_assoc U,
      mul_eq_one_comm.1 hU, one_mul, hP]
  let T : ℕ → Matrix (Fin n) (Fin n) ℝ := fun k => S k * N * diagonal fun i => (lam i ^ k)⁻¹
  -- the entries of W T are those of Uᵀ N scaled by powers of eigenvalue ratios
  have hE : ∀ k a b, (Uᵀ * P k * T k) a b = lam a ^ k * (Uᵀ * N) a b * (lam b ^ k)⁻¹ := by
    intro k a b
    have e : Uᵀ * P k * T k
        = diagonal (lam ^ k) * (Uᵀ * N) * diagonal fun i => (lam i ^ k)⁻¹ := by
      calc Uᵀ * P k * T k = Uᵀ * (P k * S k) * N * diagonal fun i => (lam i ^ k)⁻¹ := by
            simp only [T, mul_assoc]
        _ = _ := by
            rw [hPS, (hsemi.pow_right k).eq, Matrix.diagonal_pow]; simp only [mul_assoc]
    rw [e, Matrix.mul_diagonal, Matrix.diagonal_mul, Pi.pow_apply]
  have hunit : ∀ k a b, a ≤ b → (Uᵀ * P k * T k) a b = if a = b then 1 else 0 := by
    intro k a b hab
    rw [hE, hL a b hab]
    split_ifs with e
    · rw [e, mul_one, mul_inv_cancel₀ (pow_ne_zero k (hne b))]
    · simp
  have hdet : ∀ k, (Uᵀ * P k * T k).det = 1 := fun k => by
    rw [Matrix.det_of_isLowerTriangular _ (fun a b hab => by
      have h : a < b := hab
      rw [hunit k a b h.le, if_neg h.ne])]
    exact Finset.prod_eq_one fun a _ => by rw [hunit k a a le_rfl, if_pos rfl]
  have hlim : Tendsto (fun k => Uᵀ * P k * T k) atTop (𝓝 1) := by
    refine tendsto_pi_nhds.2 fun a => tendsto_pi_nhds.2 fun b => ?_
    rcases le_or_gt a b with h | h
    · simp_rw [hunit _ a b h, Matrix.one_apply]
      exact tendsto_const_nhds
    · have hr : |lam a / lam b| < 1 := by
        rw [abs_div, div_lt_one (abs_pos.2 (hne b))]
        exact hlam h
      have h1 := (tendsto_pow_atTop_nhds_zero_of_abs_lt_one hr).const_mul ((Uᵀ * N) a b)
      rw [mul_zero] at h1
      rw [Matrix.one_apply_ne h.ne']
      refine h1.congr fun k => ?_
      rw [hE, div_pow]; ring
  -- the error of the iterate contains only products with an off-diagonal entry of W
  have hX' : ∀ k, X k i j = diagonal lam i j
      + ∑ l, (lam l - lam i) * (Uᵀ * P k) l i * (Uᵀ * P k) l j := by
    intro k
    have e : X k = (Uᵀ * P k)ᵀ * diagonal lam * (Uᵀ * P k) := by
      rw [hX, hA, Matrix.transpose_mul, Matrix.transpose_transpose]; simp only [mul_assoc]
    have ho := congrFun (congrFun (hW k) i) j
    rw [Matrix.mul_apply] at ho
    have hdiag : diagonal lam i j = lam i * (1 : Matrix (Fin n) (Fin n) ℝ) i j := by
      by_cases h : i = j
      · subst h; simp
      · simp [h]
    rw [e, hdiag, ← ho, Matrix.mul_apply, Finset.mul_sum, ← Finset.sum_add_distrib]
    refine Finset.sum_congr rfl fun l _ => ?_
    rw [Matrix.mul_diagonal, Matrix.transpose_apply]; ring
  have hsum := tendsto_sum_bdd (a := fun l k => (lam l - lam i) * (Uᵀ * P k) l i)
    (b := fun l k => (Uᵀ * P k) l j) (fun l => by
      by_cases h : l = i
      · simp [h]
      · simpa using (offdiag_tendsto_zero hW (fun k => ((hS k).mul hN).mul
          (Matrix.blockTriangular_diagonal _)) hdet hlim h).const_mul (lam l - lam i))
    fun l k => abs_entry_le_one (hW k) l j
  simp_rw [hX']
  simpa using hsum.const_add (diagonal lam i j)
```

## (i) Positive eigenvalues

**Task.** Deduce the result for strictly decreasing, positive λᵢ.

**Solution.** Here |λᵢ| = λᵢ, so (h) applies directly. For a real symmetric Hamiltonian with nondegenerate levels, adding a large enough constant to the energy makes all eigenvalues positive. The minor condition is still a separate assumption; when it holds, the shifted levels appear from highest to lowest.

```lean
/-- For strictly decreasing positive eigenvalues and nonzero leading principal minors of `Uᵀ`,
the unshifted QR iterates converge entrywise to the ordered diagonal matrix of eigenvalues. -/
theorem qr_tendsto_of_pos {A U : Matrix (Fin n) (Fin n) ℝ} {lam : Fin n → ℝ}
    {X Q R : ℕ → Matrix (Fin n) (Fin n) ℝ} (hrun : IsQRRun A X Q R) (hU : Uᵀ * U = 1)
    (hA : A = U * diagonal lam * Uᵀ) (hlam : StrictAnti lam) (hpos : ∀ i, 0 < lam i)
    (hminor : ∀ j, (leadingBlock Uᵀ j).det ≠ 0) (i j : Fin n) :
    Tendsto (fun k => X k i j) atTop (𝓝 (diagonal lam i j)) :=
  qr_tendsto hrun hU hA (fun a b h => by
    simpa only [abs_of_pos (hpos a), abs_of_pos (hpos b)] using hlam h)
    (fun i => (hpos i).ne') hminor i j
```

## (j) Diagonal matrices stand still

**Task.** Show that diag(d), with its entries in any order, admits a run that never changes it.

**Solution.** Take Q_k = 1 and R_k = diag(d); both products equal diag(d).

For d = (1, 3) the iterates stay in increasing order. Writing this matrix with λ = (3, 1) makes U swap the two basis vectors, up to signs, and the first leading minor of Uᵀ is 0. The minor condition in (h) rules out this case.

```lean
/-- A diagonal matrix, with its entries in any order, is stationary under a QR run with
`Q k = 1`. -/
theorem diagonal_stationary (d : Fin n → ℝ) :
    IsQRRun (diagonal d) (fun _ => diagonal d) (fun _ => 1) (fun _ => diagonal d) :=
  ⟨rfl, fun _ => by simp, fun _ => Matrix.blockTriangular_diagonal d, fun _ => by simp,
    fun _ => by simp⟩

end UnshiftedQR
```

```lean
#print axioms UnshiftedQR.qr_tendsto
#print axioms UnshiftedQR.qr_tendsto_of_pos
#print axioms UnshiftedQR.diagonal_stationary
```

```
'UnshiftedQR.qr_tendsto' depends on axioms: [propext, Classical.choice, Quot.sound]
'UnshiftedQR.qr_tendsto_of_pos' depends on axioms: [propext, Classical.choice, Quot.sound]
'UnshiftedQR.diagonal_stationary' depends on axioms: [propext, Classical.choice, Quot.sound]
```
